# A screw shift by 1/n of the period removes every axial reflection whose index is not a multiple of n

Let $n,m\ge 1$, let $X$ be a finite set with a permutation $p$, and let $f$ be a complex function on $X\times\mathbb Z/(nm)$ with $f(p(x),z+m)=f(x,z)$ for all $x$ and $z$. Then, for every integer $l$ not divisible by $n$,

$$F(l)=\sum_{x\in X}\;\sum_{z\in\mathbb Z/(nm)} f(x,z)\,e^{-2\pi i l z/(nm)}=0 .$$

Here $X$ is the set of grid points in a plane across the screw axis, $z$ counts the grid planes along one period of the axis, and $f$ is a density sampled on the grid. The screw operation permutes the points of the plane by $p$ and advances by $m$ planes, which is the fraction $1/n$ of the period. The number $F(l)$ is the structure factor of the axial reflection $l$, whose reciprocal vector has no in-plane component.

In a plane-wave calculation the $F(l)$ with $|l|<nm/2$ are, up to normalisation, the density's Fourier coefficients along the axis, so the result says which of them the screw symmetry forces to zero on a finite grid that the screw operation maps onto itself.

## The phase argument by hand

Write $N=nm$ and $e_l(z)=e^{-2\pi i l z/N}$. Since $l$ is an integer, $e_l(z)$ depends only on $z$ modulo $N$, and $e_l(a+b)=e_l(a)\,e_l(b)$. At the screw shift,

$$e_l(m)=e^{-2\pi i l m/(nm)}=e^{-2\pi i l/n},$$

which equals 1 exactly when $n$ divides $l$.

The phase does not depend on $x$, so only the density summed over the plane matters. With $\rho(z)=\sum_x f(x,z)$ we have $F(l)=\sum_z\rho(z)\,e_l(z)$. A permutation only reorders the sum over the plane, hence

$$\rho(z+m)=\sum_x f(x,z+m)=\sum_x f(p(x),z+m)=\sum_x f(x,z)=\rho(z).$$

Replacing $z$ by $z+m$ in the sum over the whole periodic axis changes nothing, so

$$F(l)=\sum_z\rho(z+m)\,e_l(z+m)=e_l(m)\sum_z\rho(z+m)\,e_l(z)=e_l(m)\,F(l).$$

Therefore $(e_l(m)-1)F(l)=0$. If $n$ does not divide $l$, the first factor is nonzero and $F(l)=0$.

## What the absences reveal about the density

The argument used the symmetry only through the period $m$ of $\rho$. Conversely, suppose that $F(l)=0$ for every $l$ not divisible by $n$. Let $G(l)=\sum_z\rho(z+m)\,e_l(z)$ be the coefficients of the shifted projection. The change of variable above gives $e_l(m)\,G(l)=F(l)$, now without any assumption on $\rho$.

- If $n$ divides $l$, then $e_l(m)=1$ and $G(l)=F(l)$.
- If $n$ does not divide $l$, then $F(l)=0$, and since $e_l(m)\neq0$ also $G(l)=0$.

All coefficients agree. The inversion formula

$$\rho(z)=\frac1N\sum_{l=0}^{N-1}F(l)\,e^{2\pi i l z/N}$$

recovers a function from its coefficients, so $\rho(z+m)=\rho(z)$. The axial absences are thus equivalent to period $m$ of the projected density, which is in general weaker than screw symmetry. Take $n=2$, $m=1$ and a plane of two points, with values $1,1$ at $z=0$ and $2,0$ at $z=1$. Both planes sum to 2, so the odd reflections vanish, yet no permutation carries the values $1,1$ to $2,0$.

This one screw operation forces no further axial absences when $X$ is nonempty; other symmetries of a crystal may add some. If $n$ divides $l$, the wave $f(x,z)=e^{2\pi i l z/N}$ picks up the factor $e^{2\pi i l/n}=1$ under the shift, so it is screw symmetric for every $p$. Each term of its structure factor is 1, and $F(l)=|X|\,nm\neq0$. This wave is complex in general; the real, non-negative density $1+\cos(2\pi l z/N)$ has the same symmetry and also a nonzero $F(l)$.

## Grid, symmetry and structure factor in Lean

```lean
import Mathlib

open Finset

namespace ScrewAxisExtinction

noncomputable section
```

The phase is defined for any axis of $N$ points.

```lean
/-- The plane-wave phase `exp(-2πi l z / N)` at grid point `z` of a periodic axis with `N` points. -/
def phase {N : ℕ} (l : ℤ) (z : ZMod N) : ℂ :=
  Complex.exp (-(2 * Real.pi * Complex.I * l * z.val / N))
```

`ZMod N` is the periodic axis, and `z.val` is the representative of `z` among $0,\dots,N-1$. The minus sign in the exponent fixes the Fourier convention.

```lean
/-- The density `f` is unchanged when the plane is permuted by `p` and the axis is shifted
by `a`. -/
def ScrewSymmetric {X : Type*} {N : ℕ} (p : Equiv.Perm X) (a : ZMod N)
    (f : X → ZMod N → ℂ) : Prop :=
  ∀ x z, f (p x) (z + a) = f x z
```

`Equiv.Perm X` is the type of permutations of the plane. Nothing requires `p` to be a rotation, or to have order $n$. A $4_2$ axis, for example, has $n=2$ with a fourfold rotation as `p`, and a glide by half a period along the axis fits with a reflection as `p`. The identity is allowed too, and then the symmetry is a pure translation.

```lean
/-- The structure factor of the axial reflection `l`. -/
def structureFactor {X : Type*} [Fintype X] {N : ℕ} [NeZero N]
    (f : X → ZMod N → ℂ) (l : ℤ) : ℂ :=
  ∑ x, ∑ z, f x z * phase l z
```

The sum carries no prefactor such as $1/N$ or a cell volume. The density takes complex values, with no condition of reality or positivity. The definition covers only the axial reflections; general reflections, whose phases vary over the plane, are not treated.

```lean
/-- The density summed over the plane at height `z`. -/
def axialDensity {X : Type*} [Fintype X] {N : ℕ} (f : X → ZMod N → ℂ) (z : ZMod N) : ℂ :=
  ∑ x, f x z
```

This is $\rho(z)$. Wherever `n` and `m` appear in the theorems below, the axis has `n * m` points, and the instance `[NeZero (n * m)]` says that this number is nonzero, which is the condition $n,m\ge1$.

## The phase as a character of the axis

```lean
/-- The plane-wave phase is the standard additive character of the periodic axis,
evaluated at `-l z`. -/
theorem phase_eq_stdAddChar {N : ℕ} [NeZero N] (l : ℤ) (z : ZMod N) :
    phase l z = ZMod.stdAddChar (-((l : ZMod N) * z)) := by
  have e : -((l : ZMod N) * z) = ((-(l * (z.val : ℤ)) : ℤ) : ZMod N) := by
    rw [Int.cast_neg, Int.cast_mul, Int.cast_natCast, ZMod.natCast_zmod_val]
  rw [e, ZMod.stdAddChar_coe]
  unfold phase
  congr 1
  push_cast
  ring
```

Mathlib's `ZMod.stdAddChar` sends the class of an integer $j$ to $e^{2\pi i j/N}$. The proof writes $-lz$ as the class of the integer `-(l * z.val)`, after which the two exponents agree by algebra. The identification replaces calculations with representatives by general facts about characters.

```lean
/-- Phases multiply when positions along the axis are added. -/
theorem phase_add {N : ℕ} [NeZero N] (l : ℤ) (a b : ZMod N) :
    phase l (a + b) = phase l a * phase l b := by
  rw [phase_eq_stdAddChar, phase_eq_stdAddChar, phase_eq_stdAddChar, mul_add, neg_add,
    AddChar.map_add_eq_mul]
```

This is $e_l(a+b)=e_l(a)\,e_l(b)$. It holds even when $a+b$ wraps around the end of the cell, because a character is defined on the classes.

```lean
/-- The phase gained along the screw translation `m` is one exactly when `n` divides `l`. -/
theorem phase_screw_eq_one_iff {n m : ℕ} [NeZero (n * m)] (l : ℤ) :
    phase l (m : ZMod (n * m)) = 1 ↔ (n : ℤ) ∣ l := by
  have hm : (m : ℤ) ≠ 0 :=
    Nat.cast_ne_zero.mpr (right_ne_zero_of_mul (NeZero.ne (n * m)))
  have e : (l : ZMod (n * m)) * (m : ZMod (n * m)) = ((l * (m : ℤ) : ℤ) : ZMod (n * m)) := by
    rw [Int.cast_mul, Int.cast_natCast]
  rw [phase_eq_stdAddChar, ← AddChar.map_zero_eq_one (ZMod.stdAddChar (N := n * m)),
    ZMod.injective_stdAddChar.eq_iff, neg_eq_zero, e,
    CharP.intCast_eq_zero_iff (ZMod (n * m)) (n * m), Nat.cast_mul,
    mul_dvd_mul_iff_right hm]
```

By hand, one reads off $e^{-2\pi i l/n}=1$ exactly when $n\mid l$. The Lean proof uses the injectivity of the standard character instead: the phase is 1 exactly when $-lm$ is zero in $\mathbb Z/(nm)$, that is, when $nm$ divides $lm$. Cancelling the nonzero factor $m$ leaves $n\mid l$.

## Translation and uniqueness of Fourier coefficients

```lean
/-- Translating a function on the axis by `a` changes its Fourier coefficient
by a phase factor. -/
theorem fourier_shift {N : ℕ} [NeZero N] (g : ZMod N → ℂ) (a : ZMod N) (l : ℤ) :
    phase l a * ∑ z, g (z + a) * phase l z = ∑ z, g z * phase l z := by
  rw [Finset.mul_sum, ← Equiv.sum_comp (Equiv.addRight a) (fun z => g z * phase l z)]
  refine Finset.sum_congr rfl fun z _ => ?_
  simp only [Equiv.coe_addRight, phase_add]
  ring
```

For any function $g$ on the axis this states $e_l(a)\sum_z g(z+a)\,e_l(z)=\sum_z g(z)\,e_l(z)$. `Equiv.sum_comp` with `Equiv.addRight a` is the change of variable $z\mapsto z+a$, and `phase_add` splits the phase.

```lean
/-- Two functions on the axis with the same Fourier coefficients are equal. -/
theorem eq_of_fourier_eq {N : ℕ} [NeZero N] (g h : ZMod N → ℂ)
    (H : ∀ l : ℤ, ∑ z, g z * phase l z = ∑ z, h z * phase l z) : g = h := by
  apply ZMod.dft.injective
  funext k
  have e : ∀ u : ZMod N → ℂ, ZMod.dft u k = ∑ z, u z * phase (k.val : ℤ) z := by
    intro u
    rw [ZMod.dft_apply]
    refine Finset.sum_congr rfl fun z _ => ?_
    rw [phase_eq_stdAddChar, Int.cast_natCast, ZMod.natCast_zmod_val, smul_eq_mul,
      mul_comm z k]
    exact mul_comm _ _
  rw [e, e, H]
```

The inversion formula enters through the injectivity of Mathlib's discrete Fourier transform `ZMod.dft`. The inner statement `e` shows that the transform at `k` is the sum with `phase` at the integer `k.val`, so the hypothesis `H` makes the two transforms equal.

## Absences and the period of the projected density

```lean
/-- All axial reflections with `l` not divisible by `n` are absent exactly when the density
summed over the plane has period `m` along the axis. -/
theorem absences_iff_axial_period {X : Type*} [Fintype X] {n m : ℕ} [NeZero (n * m)]
    (f : X → ZMod (n * m) → ℂ) :
    (∀ l : ℤ, ¬ (n : ℤ) ∣ l → structureFactor f l = 0) ↔
      ∀ z, axialDensity f (z + (m : ZMod (n * m))) = axialDensity f z := by
  -- only the projected density enters an axial structure factor
  have proj : ∀ l : ℤ, structureFactor f l = ∑ z, axialDensity f z * phase l z := by
    intro l
    unfold structureFactor axialDensity
    rw [Finset.sum_comm]
    exact Finset.sum_congr rfl fun z _ => (Finset.sum_mul _ _ _).symm
  constructor
  · intro H
    have key : (fun z => axialDensity f (z + (m : ZMod (n * m)))) = axialDensity f := by
      apply eq_of_fourier_eq
      intro l
      have hs := fourier_shift (axialDensity f) (m : ZMod (n * m)) l
      by_cases hl : (n : ℤ) ∣ l
      · -- allowed reflection: the translation costs no phase
        rw [(phase_screw_eq_one_iff l).mpr hl, one_mul] at hs
        exact hs
      · -- absent reflection: both coefficients vanish
        have h0 := H l hl
        rw [proj] at h0
        rw [h0] at hs
        have hc : phase l (m : ZMod (n * m)) ≠ 0 := by
          unfold phase
          exact Complex.exp_ne_zero _
        exact ((mul_eq_zero.mp hs).resolve_left hc).trans h0.symm
    exact fun z => congrFun key z
  · intro hper l hl
    have hs := fourier_shift (axialDensity f) (m : ZMod (n * m)) l
    simp only [hper] at hs
    rw [← proj] at hs
    have hz : (phase l (m : ZMod (n * m)) - 1) * structureFactor f l = 0 := by
      linear_combination hs
    exact (mul_eq_zero.mp hz).resolve_left
      (sub_ne_zero.mpr fun h => hl ((phase_screw_eq_one_iff l).mp h))
```

The left side says that every structure factor with $n\nmid l$ vanishes; the right side says that $\rho(z+m)=\rho(z)$ for all $z$. No symmetry of `f` is assumed. For $n=1$ both sides hold trivially, since no integer escapes divisibility by 1 and a shift by $m$ is a full turn of the axis.

The local fact `proj` exchanges the two sums to obtain $F(l)=\sum_z\rho(z)\,e_l(z)$. From absences to period, the proof compares the coefficients of the shifted and unshifted projections with `fourier_shift`, splits on whether $n$ divides $l$ as in the two cases above, and concludes with `eq_of_fourier_eq`. From period to absences, it forms $(e_l(m)-1)F(l)=0$, called `hz`, and rules out the first factor with `phase_screw_eq_one_iff`.

## The extinction rule

```lean
/-- Systematic absences of a screw axis: for a density with screw translation `m` on an axis
of `n * m` points, the axial structure factor vanishes whenever `n` does not divide `l`. -/
theorem screw_extinction {X : Type*} [Fintype X] {n m : ℕ} [NeZero (n * m)]
    (p : Equiv.Perm X) (f : X → ZMod (n * m) → ℂ)
    (hf : ScrewSymmetric p (m : ZMod (n * m)) f) (l : ℤ) (hl : ¬ (n : ℤ) ∣ l) :
    structureFactor f l = 0 := by
  refine (absences_iff_axial_period f).mpr (fun z => ?_) l hl
  -- relabel the plane by `p`, then use the symmetry point by point
  unfold axialDensity
  rw [← Equiv.sum_comp p (fun x => f x (z + (m : ZMod (n * m))))]
  exact Finset.sum_congr rfl fun x _ => hf x z
```

This is the result stated at the start. The hypothesis `hf` is the screw symmetry and `hl` says that $n$ does not divide $l$. By the preceding equivalence it is enough to show that the projected density has period $m$. `Equiv.sum_comp p` relabels the plane, and `hf x z` then matches the two sums term by term.

## A density wave at every allowed index

```lean
/-- If `n` divides `l`, the density wave `exp(2πi l z / (n m))`, constant in the plane, is
screw symmetric and its structure factor at `l` is the number of grid points. -/
theorem density_wave_witness {X : Type*} [Fintype X] {n m : ℕ} [NeZero (n * m)]
    (p : Equiv.Perm X) (l : ℤ) (hl : (n : ℤ) ∣ l) :
    ScrewSymmetric p (m : ZMod (n * m)) (fun _ z => phase (-l) z) ∧
      structureFactor (fun (_ : X) (z : ZMod (n * m)) => phase (-l) z) l
        = (Fintype.card X : ℂ) * (n * m) := by
  constructor
  · intro x z
    change phase (-l) (z + (m : ZMod (n * m))) = phase (-l) z
    rw [phase_add, (phase_screw_eq_one_iff (-l)).mpr ((dvd_neg).mpr hl), mul_one]
  · -- the wave cancels the phase at every grid point
    have hone : ∀ z : ZMod (n * m), phase (-l) z * phase l z = 1 := by
      intro z
      unfold phase
      rw [← Complex.exp_add, ← Complex.exp_zero]
      congr 1
      push_cast
      ring
    simp [structureFactor, hone, ZMod.card]
```

The wave $e^{2\pi i l z/(nm)}$ is written as `phase (-l) z`. The first half of the statement is its screw symmetry, which follows because $n$ also divides $-l$. The second half is the value $|X|\,nm$, obtained because the wave and the phase multiply to 1 at every grid point.

```lean
/-- An axial reflection `l` is absent for every screw-symmetric density exactly when `n` does
not divide `l`. -/
theorem absent_for_all_iff {X : Type*} [Fintype X] [Nonempty X] {n m : ℕ} [NeZero (n * m)]
    (p : Equiv.Perm X) (l : ℤ) :
    (∀ f : X → ZMod (n * m) → ℂ, ScrewSymmetric p (m : ZMod (n * m)) f →
      structureFactor f l = 0) ↔ ¬ (n : ℤ) ∣ l := by
  constructor
  · intro h hd
    obtain ⟨hs, hv⟩ := density_wave_witness (m := m) p l hd
    rw [h _ hs] at hv
    have h1 : (Fintype.card X : ℂ) ≠ 0 := Nat.cast_ne_zero.mpr Fintype.card_ne_zero
    have h2 : ((n * m : ℕ) : ℂ) ≠ 0 := Nat.cast_ne_zero.mpr (NeZero.ne (n * m))
    rw [Nat.cast_mul] at h2
    exact mul_ne_zero h1 h2 hv.symm
  · exact fun hl f hf => screw_extinction p f hf l hl

end

end ScrewAxisExtinction
```

For a fixed permutation and a fixed index, the reflection is absent from all screw-symmetric densities exactly when $n\nmid l$. One direction is `screw_extinction`; in the other, the density wave would need a structure factor that is both zero and $|X|\,nm$. The assumption `[Nonempty X]` is needed here, since on an empty plane every structure factor is zero. A particular density may still have $F(l)=0$ at an allowed index, because the theorem speaks of all densities at once.

```lean
#print axioms ScrewAxisExtinction.absences_iff_axial_period
#print axioms ScrewAxisExtinction.absent_for_all_iff
```

```
'ScrewAxisExtinction.absences_iff_axial_period' depends on axioms: [propext, Classical.choice, Quot.sound]
'ScrewAxisExtinction.absent_for_all_iff' depends on axioms: [propext, Classical.choice, Quot.sound]
```

## Reading the absences from an FFT array

Suppose a density is stored as a NumPy array `rho` with the screw axis as its third index. Then `np.fft.fftn(rho)[0, 0, l]` is $F(l)$ for $0\le l<nm$: the two zeros select the sum over the plane, and the default forward transform has the same sign and no prefactor. A negative index $l$ is stored at $l+nm$, which does not affect divisibility by $n$. A code that divides by the number of grid points has its zeros in the same places.

For a screw-symmetric density the entries with $n\nmid l$ should therefore vanish up to rounding. The theorem guarantees this when the number of planes is a multiple of $n$ and the in-plane operation maps grid points to grid points. On such a grid, a clearly nonzero entry shows that the sampled density lacks the symmetry. If all the entries with $n\nmid l$ vanish, this confirms only the period of the projected density. The full symmetry can be tested by comparing `rho` with its transformed copy point by point.
